# The invariant mass of a system of particles is at least the sum of their masses

When a production cross section is integrated over $s$, the Minkowski square of the total energy-momentum, values below $(\sum_i m_i)^2$ can be left out, where the $m_i$ are the masses of the outgoing particles and $c=1$. The theorems below show that for momenta on their mass shells, with nonnegative masses and energies, $s$ is never below this bound, in any number of space dimensions.

```lean
import Mathlib

open Finset

namespace MandelstamThreshold

noncomputable section

variable {V : Type*} [NormedAddCommGroup V] [InnerProductSpace ℝ V]

/-- The Minkowski product `p·q = E_p E_q - ⟨p, q⟩` of two energy-momentum vectors, each
written as a pair (energy, spatial momentum). -/
def mdot (p q : ℝ × V) : ℝ := p.1 * q.1 - inner ℝ p.2 q.2

/-- The momentum `p` has nonnegative energy and satisfies `p·p = m²`. -/
def OnShell (m : ℝ) (p : ℝ × V) : Prop := 0 ≤ p.1 ∧ mdot p p = m ^ 2

/-- The invariant square of a total momentum is the sum of the products of all ordered pairs. -/
theorem mdot_sum {ι : Type*} [Fintype ι] (p : ι → ℝ × V) :
    mdot (∑ i, p i) (∑ i, p i) = ∑ i, ∑ j, mdot (p i) (p j) := by
  simp only [mdot, Prod.fst_sum, Prod.snd_sum, Finset.sum_sub_distrib]
  rw [Finset.sum_mul_sum, sum_inner]
  simp only [inner_sum]

/-- Reversed Cauchy-Schwarz inequality: two on-shell momenta with nonnegative masses `m` and `M`
satisfy `p·q ≥ m M`. -/
theorem mass_mul_le_mdot {m M : ℝ} {p q : ℝ × V} (hm : 0 ≤ m) (hM : 0 ≤ M)
    (hp : OnShell m p) (hq : OnShell M q) : m * M ≤ mdot p q := by
  obtain ⟨hE, hp⟩ := hp
  obtain ⟨hF, hq⟩ := hq
  simp only [mdot, real_inner_self_eq_norm_sq] at hp hq
  -- the relativistic energy-momentum relation for each particle
  have hp' : p.1 ^ 2 = m ^ 2 + ‖p.2‖ ^ 2 := by linear_combination hp
  have hq' : q.1 ^ 2 = M ^ 2 + ‖q.2‖ ^ 2 := by linear_combination hq
  have h : m * M + ‖p.2‖ * ‖q.2‖ ≤ p.1 * q.1 := by
    refine (sq_le_sq₀ (by positivity) (mul_nonneg hE hF)).mp ?_
    rw [mul_pow p.1 q.1, hp', hq']
    nlinarith [sq_nonneg (m * ‖q.2‖ - M * ‖p.2‖)]
  have hc := real_inner_le_norm p.2 q.2
  unfold mdot
  linarith

/-- The invariant mass squared of a system of on-shell particles with nonnegative masses is at
least the square of the sum of their masses. -/
theorem sq_sum_mass_le {ι : Type*} [Fintype ι] {m : ι → ℝ} {p : ι → ℝ × V}
    (hm : ∀ i, 0 ≤ m i) (hp : ∀ i, OnShell (m i) (p i)) :
    (∑ i, m i) ^ 2 ≤ mdot (∑ i, p i) (∑ i, p i) := by
  rw [mdot_sum, sq, Finset.sum_mul_sum]
  exact Finset.sum_le_sum fun i _ => Finset.sum_le_sum fun j _ =>
    mass_mul_le_mdot (hm i) (hm j) (hp i) (hp j)

/-- A null vector that is Minkowski-orthogonal to a timelike vector is zero. -/
theorem eq_zero_of_null_of_orthogonal {r p : ℝ × V} (hp : 0 < mdot p p)
    (hr : mdot r r = 0) (h : mdot r p = 0) : r = 0 := by
  simp only [mdot, real_inner_self_eq_norm_sq] at hp hr
  unfold mdot at h
  have hi : inner ℝ r.2 p.2 = r.1 * p.1 := by linarith
  have hr' : ‖r.2‖ ^ 2 = r.1 ^ 2 := by linear_combination -hr
  have cs : (inner ℝ r.2 p.2) ^ 2 ≤ ‖r.2‖ ^ 2 * ‖p.2‖ ^ 2 := by
    rw [← mul_pow]
    refine sq_le_sq.mpr ?_
    rw [abs_of_nonneg (by positivity : 0 ≤ ‖r.2‖ * ‖p.2‖)]
    exact abs_real_inner_le_norm _ _
  rw [hi, hr'] at cs
  -- a nonzero time component would contradict Cauchy-Schwarz
  have h0 : r.1 = 0 := by
    by_contra hne
    have hpos : 0 < r.1 ^ 2 := by positivity
    nlinarith [mul_pos hpos hp]
  have h2 : ‖r.2‖ ^ 2 = 0 := by rw [hr', h0]; norm_num
  exact Prod.ext h0 (norm_eq_zero.mp ((pow_eq_zero_iff two_ne_zero).mp h2))

/-- For `p·p = m²` with `m > 0` and `q·q = M²`, the product `p·q` equals `m M` exactly when
`M p = m q`. -/
theorem mdot_eq_mass_mul_iff {m M : ℝ} {p q : ℝ × V} (hm : 0 < m)
    (hp : mdot p p = m ^ 2) (hq : mdot q q = M ^ 2) :
    mdot p q = m * M ↔ M • p = m • q := by
  have hpp : 0 < mdot p p := by rw [hp]; positivity
  have hc : inner ℝ q.2 p.2 = inner ℝ p.2 q.2 := real_inner_comm p.2 q.2
  constructor
  · intro h
    -- the difference `M p - m q` is null and orthogonal to `p`
    refine sub_eq_zero.mp (eq_zero_of_null_of_orthogonal hpp ?_ ?_)
    · simp only [mdot] at hp hq h
      simp only [mdot, Prod.fst_sub, Prod.snd_sub, Prod.smul_fst, Prod.smul_snd, smul_eq_mul,
        inner_sub_left, inner_sub_right, real_inner_smul_left, real_inner_smul_right]
      rw [hc]
      linear_combination M ^ 2 * hp - 2 * m * M * h + m ^ 2 * hq
    · simp only [mdot] at hp h
      simp only [mdot, Prod.fst_sub, Prod.snd_sub, Prod.smul_fst, Prod.smul_snd, smul_eq_mul,
        inner_sub_left, real_inner_smul_left]
      rw [hc]
      linear_combination M * hp - m * h
  · intro h
    have h' := congrArg (mdot p) h
    simp only [mdot, Prod.smul_fst, Prod.smul_snd, smul_eq_mul, real_inner_smul_right] at h'
    simp only [mdot] at hp ⊢
    apply mul_left_cancel₀ hm.ne'
    linear_combination M * hp - h'

/-- For on-shell particles of positive mass, the invariant mass squared equals the square of the
summed masses exactly when `m_j p_i = m_i p_j` for every pair. -/
theorem sq_sum_mass_eq_iff {ι : Type*} [Fintype ι] {m : ι → ℝ} {p : ι → ℝ × V}
    (hm : ∀ i, 0 < m i) (hp : ∀ i, OnShell (m i) (p i)) :
    mdot (∑ i, p i) (∑ i, p i) = (∑ i, m i) ^ 2 ↔ ∀ i j, m j • p i = m i • p j := by
  have hle : ∀ i j, m i * m j ≤ mdot (p i) (p j) := fun i j =>
    mass_mul_le_mdot (hm i).le (hm j).le (hp i) (hp j)
  have hrow : ∀ i ∈ (univ : Finset ι), ∑ j, m i * m j ≤ ∑ j, mdot (p i) (p j) :=
    fun i _ => Finset.sum_le_sum fun j _ => hle i j
  rw [mdot_sum, sq, Finset.sum_mul_sum]
  constructor
  · intro h i j
    -- equality of the double sums forces equality for each pair
    have hi := (Finset.sum_eq_sum_iff_of_le hrow).mp h.symm i (mem_univ i)
    have hcol : ∀ j ∈ (univ : Finset ι), m i * m j ≤ mdot (p i) (p j) := fun j _ => hle i j
    have hij := (Finset.sum_eq_sum_iff_of_le hcol).mp hi j (mem_univ j)
    exact (mdot_eq_mass_mul_iff (hm i) (hp i).2 (hp j).2).mp hij.symm
  · intro h
    exact Finset.sum_congr rfl fun i _ => Finset.sum_congr rfl fun j _ =>
      (mdot_eq_mass_mul_iff (hm i) (hp i).2 (hp j).2).mpr (h i j)

/-- A null momentum is never the sum of two on-shell momenta of which one has positive mass and
the other nonnegative mass. -/
theorem null_ne_add {m M : ℝ} {k p q : ℝ × V} (hm : 0 < m) (hM : 0 ≤ M)
    (hk : mdot k k = 0) (hp : OnShell m p) (hq : OnShell M q) : k ≠ p + q := by
  intro hsum
  have h := sq_sum_mass_le (m := ![m, M]) (p := ![p, q])
    (Fin.forall_fin_two.mpr ⟨hm.le, hM⟩) (Fin.forall_fin_two.mpr ⟨hp, hq⟩)
  simp only [Fin.sum_univ_two] at h
  change (m + M) ^ 2 ≤ mdot (p + q) (p + q) at h
  rw [← hsum, hk] at h
  have hpos : 0 < (m + M) ^ 2 := by positivity
  linarith

/-- Fixed-target threshold: if a beam momentum `a` with `a·a = μ²` and a target of mass `M > 0`
at rest turn into on-shell particles of nonnegative masses `m_i` with total momentum conserved,
the beam energy is at least `((∑ m_i)² - μ² - M²) / (2 M)`. -/
theorem threshold_energy_le {ι : Type*} [Fintype ι] {m : ι → ℝ} {p : ι → ℝ × V}
    {μ M : ℝ} {a : ℝ × V} (hM : 0 < M) (ha : mdot a a = μ ^ 2)
    (hm : ∀ i, 0 ≤ m i) (hp : ∀ i, OnShell (m i) (p i))
    (hcons : a + (M, (0 : V)) = ∑ i, p i) :
    ((∑ i, m i) ^ 2 - μ ^ 2 - M ^ 2) / (2 * M) ≤ a.1 := by
  have h := sq_sum_mass_le hm hp
  -- the invariant mass squared of the initial state
  have e : mdot (a + (M, (0 : V))) (a + (M, (0 : V))) = μ ^ 2 + M ^ 2 + 2 * M * a.1 := by
    simp only [mdot] at ha
    simp only [mdot, Prod.fst_add, Prod.snd_add, add_zero]
    linear_combination ha
  rw [← hcons, e] at h
  rw [div_le_iff₀ (by positivity)]
  linarith

end

end MandelstamThreshold
```

```lean
#print axioms MandelstamThreshold.sq_sum_mass_le
#print axioms MandelstamThreshold.sq_sum_mass_eq_iff
#print axioms MandelstamThreshold.null_ne_add
#print axioms MandelstamThreshold.threshold_energy_le
```

```
'MandelstamThreshold.sq_sum_mass_le' depends on axioms: [propext, Classical.choice, Quot.sound]
'MandelstamThreshold.sq_sum_mass_eq_iff' depends on axioms: [propext, Classical.choice, Quot.sound]
'MandelstamThreshold.null_ne_add' depends on axioms: [propext, Classical.choice, Quot.sound]
'MandelstamThreshold.threshold_energy_le' depends on axioms: [propext, Classical.choice, Quot.sound]
```

## Momenta, masses and energies

The physical question is which total momenta a set of free particles can have. In units with $c=1$, a momentum is a pair $p=(E_p,\mathbf p)$, and the Minkowski product is

$$p\cdot q=E_pE_q-\langle\mathbf p,\mathbf q\rangle .$$

In Lean, `p : ℝ × V` has energy `p.1` and spatial momentum `p.2`, and `mdot p q` is the product. The space `V` is any real inner product space, so ordinary three-dimensional space is one case. The sign convention makes $p\cdot p=m^2$ for a particle of mass $m$.

`OnShell m p` asks for slightly more than the textbook term: besides $p\cdot p=m^2$ it requires $E_p\ge 0$. The sign of `m` is a separate hypothesis in each theorem. The particles are labelled by a finite type `ι`.

The main theorem, `sq_sum_mass_le`, says that for nonnegative masses

$$\Big(\sum_i p_i\Big)\cdot\Big(\sum_i p_i\Big)\ \ge\ \Big(\sum_i m_i\Big)^2 .$$

In quantum electrodynamics, the case of two equal masses $m$ shows that a virtual photon of momentum $q$ can turn into a free electron–positron pair only if $q\cdot q\ge 4m^2$. The bound itself holds for any free outgoing particles, however they were produced. A conclusion about the incoming momentum, as here, also requires that it equals the total outgoing momentum, with none exchanged with a medium or an external field; that is a physical judgement about the process.

## The bound for a pair, summed over all pairs

By bilinearity, which is `mdot_sum`, the square of the total momentum is $\sum_{i,j}p_i\cdot p_j$. It is therefore enough to bound each product from below.

Let $p$ and $q$ have masses $m,M\ge 0$. The mass-shell relations read $E_p^2=m^2+|\mathbf p|^2$ and $E_q^2=M^2+|\mathbf q|^2$. Multiplying them out gives

$$E_p^2E_q^2-\big(mM+|\mathbf p||\mathbf q|\big)^2=\big(m|\mathbf q|-M|\mathbf p|\big)^2\ge 0 .$$

Both $E_pE_q$ and $mM+|\mathbf p||\mathbf q|$ are nonnegative, so $E_pE_q\ge mM+|\mathbf p||\mathbf q|$. The ordinary Cauchy–Schwarz inequality $\langle\mathbf p,\mathbf q\rangle\le|\mathbf p||\mathbf q|$ then gives

$$p\cdot q\ \ge\ E_pE_q-|\mathbf p||\mathbf q|\ \ge\ mM .$$

This is `mass_mul_le_mdot`. There, `sq_le_sq₀` passes from the squares to the numbers themselves, and `nlinarith` receives the square on the right of the identity as its hint. Summing over $i$ and $j$ turns the right-hand side into $\sum_{i,j}m_im_j=(\sum_i m_i)^2$, which `sq_sum_mass_le` does with two uses of `Finset.sum_le_sum`.

The mass-shell relations alone do not give the bound. For $m>0$, the momenta $(m,\mathbf 0)$ and $(-m,\mathbf 0)$ both have square $m^2$, but their sum is zero, and $0<(2m)^2$.

## Equality means a common velocity

For positive masses, `sq_sum_mass_eq_iff` states that equality holds exactly when $m_jp_i=m_ip_j$ for all $i,j$. Then all the $p_i/m_i$ agree, so the particles share one velocity.

The argument needs one fact about null vectors, `eq_zero_of_null_of_orthogonal`. Suppose $p\cdot p>0$, $r\cdot r=0$ and $r\cdot p=0$, with $r=(r_0,\mathbf r)$. Then $|\mathbf r|^2=r_0^2$ and $\langle\mathbf r,\mathbf p\rangle=r_0E_p$, so Cauchy–Schwarz gives $r_0^2E_p^2\le r_0^2|\mathbf p|^2$. If $r_0\neq0$, this contradicts $E_p^2>|\mathbf p|^2$. Hence $r_0=0$, and then $\mathbf r=0$.

Now suppose $p\cdot q=mM$ with $m>0$, and set $r=Mp-mq$. Then

$$r\cdot r=2m^2M^2-2mM\,p\cdot q=0,\qquad r\cdot p=Mm^2-m\,p\cdot q=0,$$

so $r=0$, that is, $Mp=mq$. Conversely, taking the product of $Mp=mq$ with $p$ gives $Mm^2=m\,p\cdot q$, and dividing by $m$ gives $p\cdot q=mM$. This is `mdot_eq_mass_mul_iff`, where `simp only` expands the products and `linear_combination` derives the resulting identities from the hypotheses.

For many particles, every term $p_i\cdot p_j-m_im_j$ is nonnegative, so their sum vanishes only if each of them does. The proof applies `Finset.sum_eq_sum_iff_of_le` twice, first to the rows of the double sum and then within a row.

## A photon alone and a photon on a target

If a null momentum $k$ were $p+q$, with masses $m>0$ and $M\ge0$, the bound would give $0=k\cdot k\ge(m+M)^2>0$. This contradiction is `null_ne_add`: a free photon cannot turn into an electron–positron pair by itself.

With a target of mass $M>0$ at rest, such as a nucleus, it can if its energy is high enough. Let the incoming momentum be $a=(E_a,\mathbf a)$ with $a\cdot a=\mu^2$. The initial state has

$$\big(a+(M,\mathbf 0)\big)\cdot\big(a+(M,\mathbf 0)\big)=\mu^2+M^2+2ME_a .$$

Momentum conservation, the hypothesis `hcons`, makes this the square of the final total momentum. It is therefore at least $(\sum_i m_i)^2$, and solving for $E_a$ gives `threshold_energy_le`:

$$E_a\ \ge\ \frac{(\sum_i m_i)^2-\mu^2-M^2}{2M}.$$

Here $E_a$ is the total energy, rest energy included. The inequality is a necessary condition and says nothing about the rate of the process.

For a photon that makes an electron–positron pair on a target which survives intact, $\mu=0$ and the final masses are $M,m,m$, with $m$ the electron mass. The bound becomes

$$E_a\ \ge\ \frac{(M+2m)^2-M^2}{2M}=2m+\frac{2m^2}{M}.$$

The second term is the total kinetic energy of the three final particles when the bound is attained. It is small for a heavy nucleus, while for an electron target, $M=m$, it raises the minimum photon energy to $4m$. A calculation that treats the nucleus as a fixed external field drops this term and has the minimum $2m$.
